# Phillips's orbital magnetic moment for a neutral atom with a moving nucleus

Nuclear recoil changes the orbital magnetic-moment operator whose matrix elements enter a Zeeman calculation with states written in electron coordinates relative to the nucleus. The problems below derive that correction for a nonrelativistic neutral atom whose centre of mass is at rest, and find what changes for an ion.

## Particles, coordinates and the moment

There are \(N\) electrons of charge \(-1\) and mass \(m\), and a nucleus of charge \(Z\) and mass \(M\). Electron \(i\) has position \(r_i\) relative to the nucleus and momentum \(p_i\). Vector components lie in a real algebra `A`, which need not be commutative, so they may be numbers or quantum operators. No commutation relation is assumed.

```lean
import Mathlib

open Finset

namespace PhillipsOrbitalMoment

noncomputable section

variable {A : Type*} [Ring A] [Algebra ℝ A] {N : ℕ}
```

The components are numbered 0, 1, 2, and the additions in `k + 1` and `k + 2` are cyclic. Position stays to the left of momentum.

```lean
/-- The cross product of two vectors whose components may be noncommuting operators;
the components of the first vector stand to the left. -/
def cross (a b : Fin 3 → A) : Fin 3 → A :=
  fun k => a (k + 1) * b (k + 2) - a (k + 2) * b (k + 1)
```

Write \(S=M+Nm\), \(\lambda=m/S\), \(R=\sum_j r_j\) and \(P=\sum_j p_j\). The nucleus is placed at \(X=-\lambda R\).

```lean
/-- Position of the nucleus (mass `M`) in the centre-of-mass frame, from the positions `r i` of
`N` electrons (mass `m`) relative to the nucleus. Domain: `M + N m ≠ 0`. -/
def nucleusPos (m M : ℝ) (r : Fin N → Fin 3 → A) : Fin 3 → A :=
  (-(m / (M + N * m))) • ∑ j, r j
```

Electron \(i\) is placed at \(x_i=r_i-\lambda R\).

```lean
/-- Position of electron `i` in the centre-of-mass frame. Domain: `M + N m ≠ 0`. -/
def electronPos (m M : ℝ) (r : Fin N → Fin 3 → A) (i : Fin N) : Fin 3 → A :=
  r i - (m / (M + N * m)) • ∑ j, r j
```

Each particle contributes its charge over twice its mass, times position cross momentum. The nuclear momentum is set to \(-P\), which expresses that the total momentum is zero:

\[
\mu=-\frac1{2m}\sum_i x_i\times p_i+\frac{Z}{2M}\,X\times(-P).
\]

This definition is the physical input. Spin, relativistic corrections and the derivation of a Zeeman Hamiltonian are not treated.

```lean
/-- Orbital magnetic moment in the centre-of-mass frame: charge over twice the mass, times
position cross momentum, summed over electrons of charge `-1` and a nucleus of charge `Z` with
momentum `-∑ p i`. Domain: `m`, `M` and `M + N m` nonzero. -/
def magneticMoment (Z m M : ℝ) (r p : Fin N → Fin 3 → A) : Fin 3 → A :=
  (-(1 / (2 * m))) • ∑ i, cross (electronPos m M r i) (p i)
    + (Z / (2 * M)) • cross (nucleusPos m M r) (-∑ i, p i)
```

With \(L=\sum_i r_i\times p_i\) and \(D=\sum_{i,j}r_i\times p_j\), Phillips's expression is

\[
\mu_{\rm Ph}=-\frac1{2m}\left(L-\frac mM D\right).
\]

The double sum \(D\) includes the one-electron terms \(i=j\).

```lean
/-- Phillips's expression for the orbital magnetic moment, in coordinates relative to the
nucleus. Domain: `m` and `M` nonzero. -/
def phillipsMoment (m M : ℝ) (r p : Fin N → Fin 3 → A) : Fin 3 → A :=
  (-(1 / (2 * m))) • (∑ i, cross (r i) (p i) - (m / M) • ∑ i, ∑ j, cross (r i) (p j))
```

## (a) Positions with the centre of mass at the origin

For \(m,M>0\), show that the relative coordinates and the centre-of-mass condition determine all positions:

\[
\Bigl(x_i-X=r_i\ \text{for all } i,\quad m\sum_i x_i+MX=0\Bigr)
\iff
\Bigl(X=-\lambda R,\quad x_i=r_i-\lambda R\ \text{for all } i\Bigr).
\]

Here \(x_i\) and \(X\) are at first arbitrary. From \(x_i=r_i+X\) we get \(\sum_i x_i=R+NX\), and the second condition becomes \(mR+SX=0\). Since \(S>0\), \(X=-\lambda R\), and then \(x_i=r_i-\lambda R\). Conversely, these positions differ by \(r_i\), and

\[
m\sum_i x_i+MX=\bigl(m-\lambda(Nm+M)\bigr)R=(m-\lambda S)R=0.
\]

In the proof, `h2` is the equation for \(SX\), and the second `hc` is the scalar identity used in the converse.

```lean
/-- For positive masses, `electronPos` and `nucleusPos` are the only positions that have the given
relative coordinates `r i` and put the centre of mass at the origin. -/
theorem centre_of_mass_frame {m M : ℝ} (hm : 0 < m) (hM : 0 < M)
    (r x : Fin N → Fin 3 → A) (X : Fin 3 → A) :
    ((∀ i, x i - X = r i) ∧ m • ∑ i, x i + M • X = 0) ↔
      (X = nucleusPos m M r ∧ ∀ i, x i = electronPos m M r i) := by
  have hS : M + N * m ≠ 0 := by positivity
  constructor
  · rintro ⟨h, hc⟩
    have hx : ∀ i, x i = r i + X := fun i => by rw [← h i]; abel
    have hs : ∑ i, x i = ∑ i, r i + (N : ℝ) • X := by
      simp only [hx, sum_add_distrib, sum_const, card_univ, Fintype.card_fin,
        Nat.cast_smul_eq_nsmul]
    rw [hs] at hc
    -- the centre-of-mass condition is a linear equation for the nuclear position
    have h2 : (M + N * m) • X = -(m • ∑ i, r i) := by
      linear_combination (norm := module) hc
    have hX : X = nucleusPos m M r := by
      calc X = (M + N * m)⁻¹ • ((M + N * m) • X) := by
            rw [smul_smul, inv_mul_cancel₀ hS, one_smul]
        _ = nucleusPos m M r := by
            rw [h2]
            unfold nucleusPos
            module
    refine ⟨hX, fun i => ?_⟩
    rw [hx i, hX]
    unfold nucleusPos electronPos
    module
  · rintro ⟨rfl, h⟩
    constructor
    · intro i
      rw [h i]
      unfold nucleusPos electronPos
      module
    · have hs : ∑ i, x i = ∑ i, r i - (N : ℝ) • ((m / (M + N * m)) • ∑ i, r i) := by
        simp only [h, electronPos, sum_sub_distrib, sum_const, card_univ, Fintype.card_fin,
          Nat.cast_smul_eq_nsmul]
      have hq : m / (M + N * m) * (M + N * m) = m := div_mul_cancel₀ m hS
      have hc : m - m * N * (m / (M + N * m)) - M * (m / (M + N * m)) = 0 := by
        linear_combination -hq
      rw [hs]
      unfold nucleusPos
      linear_combination (norm := module) hc • (∑ i, r i)
```

## (b) Cross product of two sums

Show that

\[
R\times P=D.
\]

Component \(k\) of the left side is

\[
R_{k+1}P_{k+2}-R_{k+2}P_{k+1}
=\sum_{i,j}\bigl(r_{i,k+1}p_{j,k+2}-r_{i,k+2}p_{j,k+1}\bigr),
\]

which is component \(k\) of \(D\). Only distributivity is used, so operator order is preserved. The lemma `sum_mul_sum` performs this expansion.

```lean
omit [Algebra ℝ A] in
/-- The cross product of the summed positions with the summed momenta is the double sum of
`r i × p j` over all pairs of electrons. -/
theorem cross_sum_sum (r p : Fin N → Fin 3 → A) :
    cross (∑ i, r i) (∑ j, p j) = ∑ i, ∑ j, cross (r i) (p j) := by
  ext k
  simp only [cross, Finset.sum_apply, sum_mul_sum, sum_sub_distrib]
```

## (c) Angular momentum of the electrons

Show that

\[
\sum_i x_i\times p_i=L-\lambda D.
\]

Linearity in the first factor gives \(x_i\times p_i=r_i\times p_i-\lambda R\times p_i\). Summing over \(i\) gives \(L-\lambda R\times P\), and (b) replaces \(R\times P\) by \(D\). The auxiliary statements `hsub` and `hsum` are the linearity in the first factor and the summation over momenta.

Parts (c) to (e) carry no mass hypothesis, because \(\lambda\) is only a common factor there; their physical reading needs \(S\ne0\).

```lean
/-- The electronic angular momentum in the centre-of-mass frame (`M + N m ≠ 0`) is `∑ r i × p i`
less a recoil term, `m / (M + N m)` times the sum of `r i × p j` over all `i` and `j`. -/
theorem electron_angular_momentum (m M : ℝ) (r p : Fin N → Fin 3 → A) :
    ∑ i, cross (electronPos m M r i) (p i) =
      ∑ i, cross (r i) (p i) - (m / (M + N * m)) • ∑ i, ∑ j, cross (r i) (p j) := by
  have hsub : ∀ (q : ℝ) (a b c : Fin 3 → A),
      cross (a - q • b) c = cross a c - q • cross b c := by
    intro q a b c
    ext k
    simp only [cross, Pi.sub_apply, Pi.smul_apply, sub_mul, smul_mul_assoc, smul_sub]
    abel
  have hsum : cross (∑ i, r i) (∑ j, p j) = ∑ j, cross (∑ i, r i) (p j) := by
    ext k
    simp only [cross, Finset.sum_apply, mul_sum, sum_sub_distrib]
  rw [← cross_sum_sum, hsum]
  simp only [electronPos, hsub, sum_sub_distrib, ← smul_sum]
```

## (d) Angular momentum of the nucleus

Show that

\[
X\times(-P)=\lambda D.
\]

The two minus signs cancel: \((-\lambda R)\times(-P)=\lambda R\times P=\lambda D\), again by (b). The proof checks this component by component.

```lean
/-- The angular momentum of the nucleus in the centre-of-mass frame (`M + N m ≠ 0`), written in the
relative coordinates and momenta of the electrons. -/
theorem nucleus_angular_momentum (m M : ℝ) (r p : Fin N → Fin 3 → A) :
    cross (nucleusPos m M r) (-∑ i, p i) =
      (m / (M + N * m)) • ∑ i, ∑ j, cross (r i) (p j) := by
  rw [← cross_sum_sum]
  ext k
  simp only [nucleusPos, cross, Pi.smul_apply, Pi.neg_apply, smul_mul_assoc, mul_neg]
  module
```

## (e) Total orbital angular momentum

Show that

\[
\sum_i x_i\times p_i+X\times(-P)=L.
\]

Adding (c) and (d) gives \(L-\lambda D+\lambda D=L\). The recoil terms cancel here because both enter with weight one. In the magnetic moment they are weighted by charge over mass.

```lean
/-- In the centre-of-mass frame (`M + N m ≠ 0`), the total orbital angular momentum of electrons and
nucleus is `∑ r i × p i`, without any recoil term. -/
theorem total_angular_momentum (m M : ℝ) (r p : Fin N → Fin 3 → A) :
    ∑ i, cross (electronPos m M r i) (p i) + cross (nucleusPos m M r) (-∑ i, p i) =
      ∑ i, cross (r i) (p i) := by
  rw [electron_angular_momentum, nucleus_angular_momentum, sub_add_cancel]
```

## (f) Magnetic moment for any nuclear charge

For \(m,M>0\) and real \(Z\), show that

\[
\mu=\mu_{\rm Ph}+\frac{(Z-N)m}{2MS}\,D.
\]

Inserting (c) and (d) into the definition gives

\[
\mu=-\frac{L}{2m}+\left(\frac{\lambda}{2m}+\frac{Z\lambda}{2M}\right)D
=-\frac{L}{2m}+\frac{M+Zm}{2MS}\,D.
\]

In \(\mu_{\rm Ph}\) the coefficient of \(D\) is \(1/(2M)=(M+Nm)/(2MS)\). The difference of the two coefficients is \((Z-N)m/(2MS)\). The scalar identity `hc` records this comparison, and the last line multiplies it by \(D\).

```lean
/-- For positive masses and any nuclear charge `Z`, the orbital magnetic moment is Phillips's
expression plus a term proportional to the net charge `Z - N` and to the sum of `r i × p j` over all
`i` and `j`. -/
theorem magneticMoment_ion (Z : ℝ) {m M : ℝ} (hm : 0 < m) (hM : 0 < M)
    (r p : Fin N → Fin 3 → A) :
    magneticMoment Z m M r p = phillipsMoment m M r p
      + ((Z - N) * m / (2 * M * (M + N * m))) • ∑ i, ∑ j, cross (r i) (p j) := by
  have hS : M + N * m ≠ 0 := by positivity
  -- the recoil terms of electrons and nucleus, each weighted by charge over twice the mass
  have hc : 1 / (2 * m) * (m / (M + N * m)) + Z / (2 * M) * (m / (M + N * m)) =
      1 / (2 * m) * (m / M) + (Z - N) * m / (2 * M * (M + N * m)) := by
    field_simp
    ring
  unfold magneticMoment phillipsMoment
  rw [electron_angular_momentum, nucleus_angular_momentum]
  linear_combination (norm := module) hc • (∑ i, ∑ j, cross (r i) (p j))
```

## (g) The neutral atom

For \(Z=N\) and \(m,M>0\), show that

\[
-\frac1{2m}\sum_i x_i\times p_i-\frac{N}{2M}\,X\times P
=-\frac1{2m}\left(L-\frac mM D\right).
\]

The left side is \(\mu\) at \(Z=N\), and the extra term in (f) then has coefficient zero. The mass ratio on the right is exactly \(m/M\), although the positions contain \(m/S\).

```lean
/-- **Phillips's orbital magnetic moment.** For `N` electrons and a nucleus of charge `N`, with
positive masses, the orbital magnetic moment in the centre-of-mass frame is
`-(∑ r i × p i - (m/M) ∑ r i × p j) / (2m)`, the second sum running over all `i` and `j`. -/
theorem magneticMoment_neutral {m M : ℝ} (hm : 0 < m) (hM : 0 < M)
    (r p : Fin N → Fin 3 → A) :
    magneticMoment N m M r p = phillipsMoment m M r p := by
  rw [magneticMoment_ion _ hm hM, sub_self, zero_mul, zero_div, zero_smul, add_zero]
```

## (h) When an ion obeys the same formula

For \(m,M>0\), show that

\[
\mu=\mu_{\rm Ph}\iff Z=N\ \text{or}\ D=0.
\]

By (f), equality means \(\frac{(Z-N)m}{2MS}D=0\). A real multiple of a vector vanishes only if the number or the vector is zero, and since \(m\), \(M\) and \(S\) are positive, the number is zero only for \(Z=N\). With operator components, \(D=0\) is an equation between operators; a zero expectation value in one state does not suffice. For the usual quantum position and momentum operators and \(N\ge1\), \(D=R\times P\) is not the zero operator, so \(\mu\) and \(\mu_{\rm Ph}\) are then different operators for every ion.

```lean
/-- For positive masses, Phillips's expression gives the orbital magnetic moment exactly when the
system is neutral or the double sum of `r i × p j` vanishes. -/
theorem magneticMoment_eq_phillips_iff (Z : ℝ) {m M : ℝ} (hm : 0 < m) (hM : 0 < M)
    (r p : Fin N → Fin 3 → A) :
    magneticMoment Z m M r p = phillipsMoment m M r p ↔
      Z = N ∨ ∑ i, ∑ j, cross (r i) (p j) = 0 := by
  have hS : 2 * M * (M + N * m) ≠ 0 := by positivity
  rw [magneticMoment_ion Z hm hM, add_eq_left, smul_eq_zero, div_eq_zero_iff, mul_eq_zero,
    sub_eq_zero]
  simp only [hS, hm.ne', or_false]
```

## (i) One electron and a nucleus of unit charge

For \(N=Z=1\) and \(m,M>0\), show that

\[
\mu=-\frac{1-m/M}{2m}\;r_0\times p_0.
\]

The only electron has index 0, so \(L=D=r_0\times p_0\). Substitution in (g) gives the result.

```lean
/-- For one electron and a nucleus of unit charge, with positive masses, the orbital magnetic
moment is `-(1 - m/M) r × p / (2m)`. -/
theorem magneticMoment_hydrogen {m M : ℝ} (hm : 0 < m) (hM : 0 < M)
    (r p : Fin 1 → Fin 3 → A) :
    magneticMoment 1 m M r p = (-((1 - m / M) / (2 * m))) • cross (r 0) (p 0) := by
  have h := magneticMoment_neutral hm hM r p
  rw [Nat.cast_one] at h
  rw [h]
  simp only [phillipsMoment, univ_unique, sum_singleton, Fin.default_eq_zero]
  module

end

end PhillipsOrbitalMoment
```

```lean
#print axioms PhillipsOrbitalMoment.centre_of_mass_frame
#print axioms PhillipsOrbitalMoment.total_angular_momentum
#print axioms PhillipsOrbitalMoment.magneticMoment_eq_phillips_iff
#print axioms PhillipsOrbitalMoment.magneticMoment_hydrogen
```

```
'PhillipsOrbitalMoment.centre_of_mass_frame' depends on axioms: [propext, Classical.choice, Quot.sound]
'PhillipsOrbitalMoment.total_angular_momentum' depends on axioms: [propext, Classical.choice, Quot.sound]
'PhillipsOrbitalMoment.magneticMoment_eq_phillips_iff' depends on axioms: [propext, Classical.choice, Quot.sound]
'PhillipsOrbitalMoment.magneticMoment_hydrogen' depends on axioms: [propext, Classical.choice, Quot.sound]
```

## The electric dipole moment by the same substitution

The positions from (a) also give the electric dipole moment in the centre-of-mass frame:

\[
-\sum_i x_i+ZX=-\left(1+\frac{(Z-N)m}{S}\right)R.
\]

For a neutral atom this is \(-R\), with no mass correction. This formula is derived by hand here and is not part of the Lean file.
